# A 4 by 4 unitary Floquet matrix that breaks two-terminal balance sideband by sideband

Q: Take leads L and R and sidebands 0 and 1, and route the four channels with amplitude 1: $(L,0)\to(R,0)$, $(R,0)\to(R,1)$, $(L,1)\to(L,0)$, $(R,1)\to(L,1)$. Everything entering in sideband 0 leaves through R, whichever lead it came from. How can that be unitary?

A: The four outputs are distinct, so the matrix is a permutation. Lead R can absorb both inputs because it has two output channels, one per sideband. With a single sideband there would be no room.

Sideband $n$ stands for the energy $E+n\hbar\omega$, where $\omega$ is the angular frequency of the drive. Let $S_{bm,an}$ be the amplitude from lead $a$, sideband $n$ to lead $b$, sideband $m$, and let
$$T_{ba}(n)=\sum_m |S_{bm,an}|^2 .$$
Then $T_{RL}(0)=1$ and $T_{LR}(0)=0$, while $T_{RL}(1)=0$ and $T_{LR}(1)=1$. The balance $T_{RL}(n)=T_{LR}(n)$ fails at both sidebands.

Q: How does the file encode this?

A: A channel is a pair in `Lead × N`, with `N` any finite set of sidebands. Columns are inputs, and `transfer S b a n` is $T_{ba}(n)$, output lead first.

In Lean 4 with Mathlib:

```lean
import Mathlib

open Matrix

namespace FloquetTwoTerminal

noncomputable section

/-- The two leads attached to the driven scatterer. -/
inductive Lead
  | L
  | R
  deriving DecidableEq

/-- The set of leads consists of the left and the right lead. -/
instance : Fintype Lead where
  elems := {Lead.L, Lead.R}
  complete := fun a => by cases a <;> simp

/-- A sum over the leads has one term for the left and one for the right lead. -/
theorem sum_lead (f : Lead → ℝ) : ∑ a, f a = f Lead.L + f Lead.R := by
  have h : (Finset.univ : Finset Lead) = {Lead.L, Lead.R} := by
    ext a
    cases a <;> simp
  rw [h, Finset.sum_pair (by decide)]

/-- Probability that a particle entering from lead `a` in sideband `n` leaves through
lead `b`, summed over the output sidebands. -/
def transfer {N : Type*} [Fintype N] (S : Matrix (Lead × N) (Lead × N) ℂ)
    (b a : Lead) (n : N) : ℝ :=
  ∑ m, Complex.normSq (S (b, m) (a, n))
```

Q: Where does the physics of the drive enter?

A: The file represents it by allowing nonzero amplitudes between different sidebands; a real drive generally changes the sideband-preserving amplitudes as well. Unitarity is assumed: it stands for particle conservation among flux-normalised propagating channels. No time-dependent Hamiltonian is solved, and none is shown to produce this matrix. Each lead has one mode per sideband, and the sideband set is finite and closed under scattering.

Q: What does unitarity give in general?

A: The diagonal entries of $S^\dagger S=1$ and $SS^\dagger=1$ read, for every channel $c$,
$$\sum_i|S_{ic}|^2=1,\qquad \sum_j|S_{cj}|^2=1 .$$
The proof reads off these entries and turns each product of an amplitude with its conjugate into a squared modulus.

```lean
/-- For a unitary scattering matrix the probabilities out of each input channel sum to one,
and so do the probabilities into each output channel. -/
theorem unitary_sum_rules {C : Type*} [Fintype C] [DecidableEq C] {S : Matrix C C ℂ}
    (hS : S ∈ Matrix.unitaryGroup C ℂ) (c : C) :
    ∑ i, Complex.normSq (S i c) = 1 ∧ ∑ j, Complex.normSq (S c j) = 1 := by
  constructor
  · -- diagonal entry of S† S = 1
    have h := congrFun (congrFun (Matrix.mem_unitaryGroup_iff'.mp hS) c) c
    rw [Matrix.mul_apply, Matrix.one_apply_eq] at h
    have h' : ((∑ i, Complex.normSq (S i c) : ℝ) : ℂ) = 1 := by
      refine Eq.trans ?_ h
      rw [Complex.ofReal_sum]
      exact Finset.sum_congr rfl fun i _ => Complex.normSq_eq_conj_mul_self
    exact_mod_cast h'
  · -- diagonal entry of S S† = 1
    have h := congrFun (congrFun (Matrix.mem_unitaryGroup_iff.mp hS) c) c
    rw [Matrix.mul_apply, Matrix.one_apply_eq] at h
    have h' : ((∑ j, Complex.normSq (S c j) : ℝ) : ℂ) = 1 := by
      refine Eq.trans ?_ h
      rw [Complex.ofReal_sum]
      exact Finset.sum_congr rfl fun j _ => (Complex.mul_conj _).symm
    exact_mod_cast h'
```

Splitting the column sum by output lead gives $T_{La}(n)+T_{Ra}(n)=1$.

```lean
section General

variable {N : Type*} [Fintype N] [DecidableEq N] {S : Matrix (Lead × N) (Lead × N) ℂ}

/-- A particle entering in any channel leaves through the left or the right lead with
total probability one. -/
theorem flux_conservation (hS : S ∈ Matrix.unitaryGroup (Lead × N) ℂ) (a : Lead) (n : N) :
    transfer S .L a n + transfer S .R a n = 1 := by
  have h := (unitary_sum_rules hS (a, n)).1
  rw [Fintype.sum_prod_type, sum_lead] at h
  exact h
```

All terms are nonnegative, so each $T_{ba}(n)$ lies in $[0,1]$ and $|T_{RL}(n)-T_{LR}(n)|\le1$. The routing above reaches this bound.

```lean
/-- At a single input sideband the transmissions in the two directions differ by at most one. -/
theorem imbalance_le_one (hS : S ∈ Matrix.unitaryGroup (Lead × N) ℂ) (n : N) :
    |transfer S .R .L n - transfer S .L .R n| ≤ 1 := by
  have pos : ∀ b a, 0 ≤ transfer S b a n := fun b a =>
    Finset.sum_nonneg fun m _ => Complex.normSq_nonneg _
  have h1 := flux_conservation hS .L n
  have h2 := flux_conservation hS .R n
  rw [abs_le]
  constructor <;> linarith [pos .L .L, pos .R .L, pos .L .R, pos .R .R]
```

Q: I would have compared the column and the row of channel $(L,n)$, cancelled the reflection, and concluded $T_{RL}(n)=T_{LR}(n)$.

A: That is the mistake to watch for. The column contains reflection out of input $(L,n)$; the row contains reflection into output $(L,n)$. In the routing, input $(L,0)$ is not reflected at all, yet output $(L,0)$ is fed entirely by reflection from $(L,1)$. Nor is the transmitted part of the row $T_{LR}(n)$ in general: it collects what arrives in output $(L,n)$ from all sidebands of R, whereas $T_{LR}(n)$ follows input $(R,n)$ into all sidebands of L.

The two reflections need not agree at each sideband, but their sums over sidebands do, because both add up the same entries $|S_{Lm,Ln}|^2$ in a different order. The transmitted parts from R to L can be reordered in the same way, and unitarity fixes the totals. Adding all columns, and then all rows, of lead L gives
$$\sum_n T_{LL}(n)+\sum_n T_{RL}(n)=|N|=\sum_n T_{LL}(n)+\sum_n T_{LR}(n),$$
where $|N|$ is the number of sidebands. Hence $\sum_n T_{RL}(n)=\sum_n T_{LR}(n)$. In the proof, `h1` equates the two totals, `h2` and `h3` exchange the order of summation, and `linarith` cancels the reflected part.

```lean
/-- Summed over all input and output sidebands, the transmissions in the two directions
are equal for every unitary Floquet scattering matrix. -/
theorem total_balance (hS : S ∈ Matrix.unitaryGroup (Lead × N) ℂ) :
    ∑ n, transfer S .R .L n = ∑ n, transfer S .L .R n := by
  have hr : ∀ m, ∑ n, Complex.normSq (S (.L, m) (.L, n))
      + ∑ n, Complex.normSq (S (.L, m) (.R, n)) = 1 := by
    intro m
    have h := (unitary_sum_rules hS (Lead.L, m)).2
    rw [Fintype.sum_prod_type, sum_lead] at h
    exact h
  -- everything entering from L and everything leaving into L have the same total
  have h1 : ∑ n, transfer S .L .L n + ∑ n, transfer S .R .L n
      = ∑ m, ∑ n, Complex.normSq (S (.L, m) (.L, n))
        + ∑ m, ∑ n, Complex.normSq (S (.L, m) (.R, n)) := by
    rw [← Finset.sum_add_distrib, ← Finset.sum_add_distrib]
    exact Finset.sum_congr rfl fun n _ => (flux_conservation hS .L n).trans (hr n).symm
  -- the reflected part is common to both totals
  have h2 : ∑ n, transfer S .L .L n
      = ∑ m, ∑ n, Complex.normSq (S (.L, m) (.L, n)) := by
    unfold transfer
    exact Finset.sum_comm
  have h3 : ∑ n, transfer S .L .R n
      = ∑ m, ∑ n, Complex.normSq (S (.L, m) (.R, n)) := by
    unfold transfer
    exact Finset.sum_comm
  linarith
```

Q: Can I see numbers other than 0 and 1?

A: Keep the two inputs from R as before, but send $(L,0)$ to $[(R,0)+(L,0)]/\sqrt2$ and $(L,1)$ to $[(R,0)-(L,0)]/\sqrt2$. The columns are still orthonormal. Now $T_{RL}=(\tfrac12,\tfrac12)$ and $T_{LR}=(0,1)$ for sidebands $(0,1)$: unequal at each sideband, with both totals equal to 1.

Q: And the static result?

A: Your cancellation is valid if sidebands do not mix, which is the hypothesis `hE`. Then
$$|S_{Ln,Ln}|^2+|S_{Rn,Ln}|^2=1=|S_{Ln,Ln}|^2+|S_{Ln,Rn}|^2,$$
and the reflections are the same number. `hcol` and `hrow` reduce the sideband sums to these single terms.

```lean
/-- If the scatterer does not mix sidebands, the transmissions in the two directions are
equal at each sideband separately. -/
theorem static_balance (hS : S ∈ Matrix.unitaryGroup (Lead × N) ℂ)
    (hE : ∀ b a m n, m ≠ n → S (b, m) (a, n) = 0) (n : N) :
    transfer S .R .L n = transfer S .L .R n := by
  have hcol : ∀ b a, transfer S b a n = Complex.normSq (S (b, n) (a, n)) := fun b a =>
    Finset.sum_eq_single n (fun m _ hm => by simp [hE b a m n hm])
      (fun h => absurd (Finset.mem_univ n) h)
  have hrow : ∀ a, ∑ m, Complex.normSq (S (.L, n) (a, m))
      = Complex.normSq (S (.L, n) (a, n)) := fun a =>
    Finset.sum_eq_single n (fun m _ hm => by simp [hE .L a n m hm.symm])
      (fun h => absurd (Finset.mem_univ n) h)
  have h1 := flux_conservation hS .L n
  have h2 := (unitary_sum_rules hS (Lead.L, n)).2
  rw [Fintype.sum_prod_type, sum_lead, hrow, hrow] at h2
  rw [hcol, hcol] at h1
  rw [hcol, hcol]
  linarith

end General
```

Q: So the counterexample is the routing, written as a matrix?

A: Yes. `driven` has entry 1 where the output `i` equals `route j`.

```lean
/-- The output channel assigned to each input channel (lead, sideband). -/
def route : Lead × Fin 2 → Lead × Fin 2
  | (.L, 0) => (.R, 0)
  | (.R, 0) => (.R, 1)
  | (.L, 1) => (.L, 0)
  | (.R, 1) => (.L, 1)

/-- The 4 by 4 Floquet scattering matrix that sends each input channel to its assigned
output channel with amplitude one. -/
def driven : Matrix (Lead × Fin 2) (Lead × Fin 2) ℂ :=
  fun i j => if i = route j then 1 else 0
```

For unitarity, `decide` checks that `route` is injective. Equal inputs then give 1 in $S^\dagger S$, and distinct inputs give 0.

```lean
/-- The scattering matrix `driven` is unitary. -/
theorem driven_unitary : driven ∈ Matrix.unitaryGroup (Lead × Fin 2) ℂ := by
  have inj : ∀ i j, route i = route j → i = j := by decide
  rw [Matrix.mem_unitaryGroup_iff']
  ext i j
  rw [Matrix.mul_apply]
  by_cases h : i = j
  · subst h
    simp [driven, Matrix.star_apply]
  · -- distinct inputs go to distinct outputs
    have h' : route i ≠ route j := fun e => h (inj i j e)
    simp [driven, Matrix.star_apply, h, h'.symm]
```

The last theorem combines unitarity with six values of `transfer`, four transmissions and two reflections, which `simp` evaluates from the definitions.

```lean
/-- The matrix `driven` is unitary and breaks two-terminal balance at each sideband: inputs from
either lead in sideband 0 leave entirely through R, and inputs from either lead in sideband 1 leave
entirely through L. -/
theorem driven_breaks_balance :
    driven ∈ Matrix.unitaryGroup (Lead × Fin 2) ℂ ∧
    (transfer driven .R .L 0 = 1 ∧ transfer driven .R .R 0 = 1 ∧
      transfer driven .L .R 0 = 0) ∧
    (transfer driven .L .L 1 = 1 ∧ transfer driven .L .R 1 = 1 ∧
      transfer driven .R .L 1 = 0) := by
  refine ⟨driven_unitary, ⟨?_, ?_, ?_⟩, ⟨?_, ?_, ?_⟩⟩ <;>
    simp [transfer, driven, route]

end

end FloquetTwoTerminal
```

```lean
#print axioms FloquetTwoTerminal.imbalance_le_one
#print axioms FloquetTwoTerminal.total_balance
#print axioms FloquetTwoTerminal.static_balance
#print axioms FloquetTwoTerminal.driven_breaks_balance
```

```
'FloquetTwoTerminal.imbalance_le_one' depends on axioms: [propext, Classical.choice, Quot.sound]
'FloquetTwoTerminal.total_balance' depends on axioms: [propext, Classical.choice, Quot.sound]
'FloquetTwoTerminal.static_balance' depends on axioms: [propext, Classical.choice, Quot.sound]
'FloquetTwoTerminal.driven_breaks_balance' depends on axioms: [propext, Classical.choice, Quot.sound]
```

Q: What does this change for transport?

A: In a non-interacting model with scattering matrix `driven`, let both reservoirs have the same occupations $f_0$ and $f_1$ at the two sideband energies. The time-averaged net particle flow from L to R is then proportional to $f_0(1-0)+f_1(0-1)=f_0-f_1$, a pumped current without bias whenever the occupations differ.
